# How a current enters the exchange-hole curvature of complex orbitals on a line

In a Slater determinant, an electron at $x$ lowers the density of same-spin electrons around it. This depletion is the exchange hole. If the electrons carry a current, their orbitals are generally complex, and the question is how the current enters the formula that gives the hole's curvature at the electron's own position from the density and the kinetic density.

Take a finite family of orbitals $f_i:\mathbb R\to\mathbb C$ of one spin, each occupied once. The finite type `ι` labels them.

```lean
import Mathlib

open ComplexConjugate

namespace CurrentExchangeHole

noncomputable section

variable {ι : Type*} [Fintype ι]
```

The density is $n=\sum_i|f_i|^2$, where `Complex.normSq` is the squared modulus.

```lean
/-- The particle density `n = ∑ |f_i|²`. -/
def density (f : ι → ℝ → ℂ) (x : ℝ) : ℝ := ∑ i, Complex.normSq (f i x)
```

The kinetic density is $T=\sum_i|f_i'|^2$, without the customary factor $\tfrac12$.

```lean
/-- The kinetic density `T = ∑ |f_i'|²`. -/
def kinetic (f : ι → ℝ → ℂ) (x : ℝ) : ℝ := ∑ i, Complex.normSq (deriv (f i) x)
```

Let $P=\sum_i\overline{f_i}f_i'$.

```lean
/-- The complex sum `∑ conj(f_i) f_i'`. -/
def pairing (f : ι → ℝ → ℂ) (x : ℝ) : ℂ := ∑ i, conj (f i x) * deriv (f i) x
```

Its imaginary part is the current density $j$, in units with $\hbar=m=1$ and no vector potential.

```lean
/-- The current density `j = Im ∑ conj(f_i) f_i'`. -/
def current (f : ι → ℝ → ℂ) (x : ℝ) : ℝ := (pairing f x).im
```

The density matrix is $\gamma(x,x+u)=\sum_i\overline{f_i(x)}\,f_i(x+u)$.

```lean
/-- The one-particle density matrix between the points `x` and `x + u`. -/
def densityMatrix (f : ι → ℝ → ℂ) (x u : ℝ) : ℂ := ∑ i, conj (f i x) * f i (x + u)
```

Orthonormality is the physical setting, but no result below needs it. Where second derivatives occur, every orbital is assumed twice differentiable on the whole line, which excludes orbitals with kinks, such as those at a delta potential.

## (a) Slope of a squared modulus

For a complex function $g$ of a real variable, differentiable at $u$, show that
$$(|g|^2)'=2\,\mathrm{Re}(\bar g\,g').$$

Write $g=a+\mathrm i b$. Then $|g|^2=a^2+b^2$ has derivative $2(aa'+bb')$, and $aa'+bb'$ is the real part of $(a-\mathrm i b)(a'+\mathrm i b')$.

`HasDerivAt g g' u` says that $g$ is differentiable at $u$ with derivative $g'$. The proof differentiates the real and imaginary parts separately, applies the product rule and lets `ring` compare the results.

```lean
/-- The rate of change of the squared modulus of a complex amplitude. -/
theorem hasDerivAt_normSq {g : ℝ → ℂ} {g' : ℂ} {u : ℝ} (hg : HasDerivAt g g' u) :
    HasDerivAt (fun v => Complex.normSq (g v)) (2 * (conj (g u) * g').re) u := by
  have hr : HasDerivAt (fun v => (g v).re) g'.re u :=
    Complex.reCLM.hasFDerivAt.comp_hasDerivAt u hg
  have hi : HasDerivAt (fun v => (g v).im) g'.im u :=
    Complex.imCLM.hasFDerivAt.comp_hasDerivAt u hg
  have he : (fun v => Complex.normSq (g v)) =
      fun v => (g v).re * (g v).re + (g v).im * (g v).im := by
    funext v
    exact Complex.normSq_apply _
  rw [he]
  refine ((hr.fun_mul hr).fun_add (hi.fun_mul hi)).congr_deriv ?_
  simp only [Complex.mul_re, Complex.conj_re, Complex.conj_im]
  ring
```

## (b) Second derivative of a squared modulus

Now let $g$ be differentiable everywhere and $g'$ differentiable at $u$. Show that at $u$
$$(|g|^2)''=2\big(|g'|^2+\mathrm{Re}(\bar g\,g'')\big).$$

By (a) the first derivative is $2(aa'+bb')$. Differentiating again gives $2(a'^2+b'^2+aa''+bb'')$, which is the claim.

In Lean, `g₁` is the function $g'$ and `g₂` is the number $g''(u)$. The conclusion is a `HasDerivAt` for the first derivative, so it includes the existence of the second. The step `he` is part (a) at every point.

```lean
/-- The second derivative of the squared modulus of a complex amplitude. -/
theorem hasDerivAt_deriv_normSq {g g₁ : ℝ → ℂ} {g₂ : ℂ} {u : ℝ}
    (hg : ∀ v, HasDerivAt g (g₁ v) v) (hg₁ : HasDerivAt g₁ g₂ u) :
    HasDerivAt (deriv (fun v => Complex.normSq (g v)))
      (2 * (Complex.normSq (g₁ u) + (conj (g u) * g₂).re)) u := by
  have hr : HasDerivAt (fun v => (g v).re) (g₁ u).re u :=
    Complex.reCLM.hasFDerivAt.comp_hasDerivAt u (hg u)
  have hi : HasDerivAt (fun v => (g v).im) (g₁ u).im u :=
    Complex.imCLM.hasFDerivAt.comp_hasDerivAt u (hg u)
  have hr₁ : HasDerivAt (fun v => (g₁ v).re) g₂.re u :=
    Complex.reCLM.hasFDerivAt.comp_hasDerivAt u hg₁
  have hi₁ : HasDerivAt (fun v => (g₁ v).im) g₂.im u :=
    Complex.imCLM.hasFDerivAt.comp_hasDerivAt u hg₁
  have he : deriv (fun v => Complex.normSq (g v)) =
      fun v => 2 * ((g v).re * (g₁ v).re + (g v).im * (g₁ v).im) := by
    funext v
    rw [(hasDerivAt_normSq (hg v)).deriv]
    simp only [Complex.mul_re, Complex.conj_re, Complex.conj_im]
    ring
  rw [he]
  refine (((hr.fun_mul hr₁).fun_add (hi.fun_mul hi₁)).const_mul 2).congr_deriv ?_
  simp only [Complex.mul_re, Complex.conj_re, Complex.conj_im, Complex.normSq_apply]
  ring
```

## (c) Density gradient

Show that $n'=2\,\mathrm{Re}\,P$.

Apply (a) to each orbital and sum: $n'=\sum_i2\,\mathrm{Re}(\overline{f_i}f_i')=2\,\mathrm{Re}\,P$. With the definition of $j$, this gives $P=n'/2+\mathrm i j$.

The Lean proof is the same finite sum, with the real part and the factor 2 taken outside.

```lean
/-- The density gradient is `n' = 2 Re ∑ conj(f_i) f_i'`. -/
theorem hasDerivAt_density {f : ι → ℝ → ℂ} (hf : ∀ i, Differentiable ℝ (f i)) (x : ℝ) :
    HasDerivAt (density f) (2 * (pairing f x).re) x := by
  have h : HasDerivAt (fun y => ∑ i, Complex.normSq (f i y))
      (∑ i, 2 * (conj (f i x) * deriv (f i) x).re) x :=
    HasDerivAt.fun_sum fun i _ => hasDerivAt_normSq (hf i x).hasDerivAt
  refine HasDerivAt.congr_deriv h ?_
  rw [pairing, Complex.re_sum, Finset.mul_sum]
```

## (d) Second derivative of the density

Show that
$$n''=2\Big(T+\mathrm{Re}\sum_i\overline{f_i}f_i''\Big).$$

Apply (b) to each orbital and sum; the terms $|f_i'|^2$ add up to $T$.

The step `he` first writes $n'$ as a sum of orbital contributions, and (b) then differentiates each one.

```lean
/-- The second derivative of the density is `n'' = 2 (T + Re ∑ conj(f_i) f_i'')`. -/
theorem hasDerivAt_deriv_density {f : ι → ℝ → ℂ} (hf : ∀ i, Differentiable ℝ (f i))
    (hf' : ∀ i, Differentiable ℝ (deriv (f i))) (x : ℝ) :
    HasDerivAt (deriv (density f))
      (2 * (kinetic f x + (∑ i, conj (f i x) * deriv (deriv (f i)) x).re)) x := by
  have he : deriv (density f) =
      fun y => ∑ i, deriv (fun v => Complex.normSq (f i v)) y := by
    funext y
    have h : HasDerivAt (fun y => ∑ i, Complex.normSq (f i y))
        (∑ i, deriv (fun v => Complex.normSq (f i v)) y) y :=
      HasDerivAt.fun_sum fun i _ =>
        (hasDerivAt_normSq (hf i y).hasDerivAt).differentiableAt.hasDerivAt
    exact h.deriv
  rw [he]
  have h : HasDerivAt (fun y => ∑ i, deriv (fun v => Complex.normSq (f i v)) y)
      (∑ i, 2 * (Complex.normSq (deriv (f i) x)
        + (conj (f i x) * deriv (deriv (f i)) x).re)) x :=
    HasDerivAt.fun_sum fun i _ =>
      hasDerivAt_deriv_normSq (fun v => (hf i v).hasDerivAt) (hf' i x).hasDerivAt
  refine h.congr_deriv ?_
  simp only [kinetic, Complex.re_sum, ← Finset.mul_sum, Finset.sum_add_distrib]
```

## (e) Differentiating displaced orbitals

For fixed complex coefficients $c_i$ and differentiable functions $F_i$, show that
$$\frac{d}{du}\sum_i c_iF_i(x+u)=\sum_i c_iF_i'(x+u).$$

The shift $u\mapsto x+u$ has slope 1, so the chain rule gives each term, and the sum is finite.

With $c_i=\overline{f_i(x)}$, taking $F_i=f_i$ gives the first $u$-derivative of $\gamma$, and taking $F_i=f_i'$ gives the second.

```lean
/-- A fixed linear combination of displaced orbitals is differentiated term by term. -/
theorem hasDerivAt_displaced (c : ι → ℂ) {F : ι → ℝ → ℂ}
    (hF : ∀ i, Differentiable ℝ (F i)) (x u : ℝ) :
    HasDerivAt (fun v => ∑ i, c i * F i (x + v)) (∑ i, c i * deriv (F i) (x + u)) u :=
  HasDerivAt.fun_sum fun i _ =>
    (HasDerivAt.comp_const_add x u (hF i (x + u)).hasDerivAt).const_mul (c i)
```

## (f) Curvature of the squared density matrix

Show that, with $n$, $T$, $j$ and the derivatives of $n$ taken at $x$,
$$\left.\frac{d^2}{du^2}|\gamma(x,x+u)|^2\right|_{u=0}=n\,n''+\frac{n'^2}{2}+2j^2-2nT.$$

Put $G(u)=\gamma(x,x+u)$. By (e), $G(0)=n$, $G'(0)=P$ and $G''(0)=\sum_i\overline{f_i}f_i''$. Part (b) gives
$$2\big(|P|^2+n\,\mathrm{Re}\,G''(0)\big).$$
From (c), $|P|^2=n'^2/4+j^2$. From (d), $\mathrm{Re}\,G''(0)=n''/2-T$. Substituting both gives the result.

In the code, `h` is (b) applied to $G$, `h0` is $G(0)=n$, and the rewrites insert (c) and (d).

```lean
/-- At zero separation the squared density matrix has second derivative
`n n'' + n'²/2 + 2j² - 2nT`. -/
theorem densityMatrix_curvature {f : ι → ℝ → ℂ} (hf : ∀ i, Differentiable ℝ (f i))
    (hf' : ∀ i, Differentiable ℝ (deriv (f i))) (x : ℝ) :
    HasDerivAt (deriv (fun u => Complex.normSq (densityMatrix f x u)))
      (density f x * deriv (deriv (density f)) x + deriv (density f) x ^ 2 / 2
        + 2 * current f x ^ 2 - 2 * density f x * kinetic f x) 0 := by
  have h := hasDerivAt_deriv_normSq (g := densityMatrix f x)
    (fun v => hasDerivAt_displaced (fun i => conj (f i x)) hf x v)
    (hasDerivAt_displaced (fun i => conj (f i x)) hf' x 0)
  refine h.congr_deriv ?_
  -- on the diagonal the density matrix is the density
  have h0 : densityMatrix f x 0 = (density f x : ℂ) := by
    simp only [densityMatrix, density, add_zero, Complex.ofReal_sum,
      Complex.normSq_eq_conj_mul_self]
  rw [(hasDerivAt_deriv_density hf hf' x).deriv, (hasDerivAt_density hf x).deriv]
  simp only [add_zero, h0, Complex.conj_ofReal, Complex.re_ofReal_mul, current, pairing]
  rw [Complex.normSq_apply]
  ring
```

## (g) Curvature of the exchange hole

Let $n(x)\neq0$ and $h(u)=-|\gamma(x,x+u)|^2/n(x)$. Show that
$$h''(0)=2T-n''-\frac{n'^2}{2n}-\frac{2j^2}{n}.$$

Here $x$ is fixed, so $n(x)$ is a constant; divide (f) by $-n(x)$.

Lean takes any `h` satisfying $n(x)h(u)=-|\gamma(x,x+u)|^2$ for all $u$. Since $n(x)\neq0$, this determines `h`, as `he` shows. The step `hd` carries the constant through the first derivative, and `field_simp` with `ring` tidies the fractions.

In a grid calculation for such a one-dimensional, single-determinant state, the curvature follows from quantities at one point, without tabulating $\gamma$ over pairs of points. If the code stores $\tau=T/2$, the first term becomes $4\tau$. Omitting the current term makes the curvature too large by $2j^2/n$: for the single plane wave $e^{\mathrm i kx}$, which is not normalisable on the line but serves as a local check of the formula, the hole is flat, while the truncated formula gives $2k^2$.

```lean
/-- Where the density is nonzero, the exchange hole `h(u) = -|γ(x,x+u)|²/n(x)` has
curvature `2T - n'' - n'²/(2n) - 2j²/n` at zero separation. -/
theorem exchangeHole_curvature {f : ι → ℝ → ℂ} (hf : ∀ i, Differentiable ℝ (f i))
    (hf' : ∀ i, Differentiable ℝ (deriv (f i))) {x : ℝ} (hn : density f x ≠ 0)
    {h : ℝ → ℝ} (hh : ∀ u, density f x * h u = -Complex.normSq (densityMatrix f x u)) :
    HasDerivAt (deriv h)
      (2 * kinetic f x - deriv (deriv (density f)) x
        - deriv (density f) x ^ 2 / (2 * density f x)
        - 2 * current f x ^ 2 / density f x) 0 := by
  have he : h = fun u => -(density f x)⁻¹ * Complex.normSq (densityMatrix f x u) := by
    funext u
    apply mul_left_cancel₀ hn
    rw [hh u, ← mul_assoc, mul_neg, mul_inv_cancel₀ hn, neg_one_mul]
  have hd : deriv h = fun v => -(density f x)⁻¹ *
      deriv (fun u => Complex.normSq (densityMatrix f x u)) v := by
    funext v
    rw [he]
    have hγ : HasDerivAt (densityMatrix f x) _ v :=
      hasDerivAt_displaced (fun i => conj (f i x)) hf x v
    exact ((hasDerivAt_normSq hγ).differentiableAt.hasDerivAt.const_mul _).deriv
  rw [hd]
  refine ((densityMatrix_curvature hf hf' x).const_mul _).congr_deriv ?_
  field_simp
  ring
```

## (h) A lower bound on the kinetic density

For differentiable orbitals, show that
$$\frac{n'^2}{4}+j^2\le nT.$$

The left side is $|P|^2$ by (c). The triangle inequality and then Cauchy–Schwarz over the orbital index give
$$|P|^2\le\Big(\sum_i|f_i||f_i'|\Big)^2\le\sum_i|f_i|^2\sum_i|f_i'|^2=nT.$$

These two inequalities are `h1` and `h2`, combined in `h3`.

```lean
/-- The density gradient and the current bound the kinetic density: `n'²/4 + j² ≤ nT`. -/
theorem kinetic_lower_bound {f : ι → ℝ → ℂ} (hf : ∀ i, Differentiable ℝ (f i)) (x : ℝ) :
    deriv (density f) x ^ 2 / 4 + current f x ^ 2 ≤ density f x * kinetic f x := by
  have h1 : ‖pairing f x‖ ≤ ∑ i, ‖f i x‖ * ‖deriv (f i) x‖ := by
    unfold pairing
    refine (norm_sum_le _ _).trans (le_of_eq ?_)
    simp
  -- Cauchy-Schwarz over the orbital index
  have h2 := Finset.sum_mul_sq_le_sq_mul_sq Finset.univ
    (fun i => ‖f i x‖) (fun i => ‖deriv (f i) x‖)
  have h3 : Complex.normSq (pairing f x) ≤ density f x * kinetic f x := by
    simp only [density, kinetic, Complex.normSq_eq_norm_sq]
    exact (pow_le_pow_left₀ (norm_nonneg _) h1 2).trans h2
  rw [Complex.normSq_apply] at h3
  rw [(hasDerivAt_density hf x).deriv, current]
  nlinarith [h3]
```

## (i) Equality for one orbital

For a single differentiable orbital $f$, show that
$$\frac{n'^2}{4}+j^2=nT.$$

Now $P=\bar f f'$, so $|P|^2=|f|^2|f'|^2=nT$.

`Unique ι` says that there is exactly one orbital label. The sums reduce to single terms, and `ring` checks the identity in real and imaginary parts. In a code, evaluating $nT-n'^2/4-j^2$ for one orbital is a quick consistency check on the factors in $T$ and $j$: it should vanish up to numerical error. A wrong factor in $j$ alone can show up only where $j\neq0$, so a real orbital does not test it.

```lean
/-- For a single orbital the bound is an equality: `n'²/4 + j² = nT`. -/
theorem kinetic_eq_of_single_orbital [Unique ι] {f : ι → ℝ → ℂ}
    (hf : ∀ i, Differentiable ℝ (f i)) (x : ℝ) :
    deriv (density f) x ^ 2 / 4 + current f x ^ 2 = density f x * kinetic f x := by
  rw [(hasDerivAt_density hf x).deriv]
  simp only [density, kinetic, current, pairing, Fintype.sum_unique, Complex.normSq_apply,
    Complex.mul_re, Complex.mul_im, Complex.conj_re, Complex.conj_im]
  ring

end

end CurrentExchangeHole
```

```lean
#print axioms CurrentExchangeHole.exchangeHole_curvature
#print axioms CurrentExchangeHole.kinetic_lower_bound
#print axioms CurrentExchangeHole.kinetic_eq_of_single_orbital
```

```
'CurrentExchangeHole.exchangeHole_curvature' depends on axioms: [propext, Classical.choice, Quot.sound]
'CurrentExchangeHole.kinetic_lower_bound' depends on axioms: [propext, Classical.choice, Quot.sound]
'CurrentExchangeHole.kinetic_eq_of_single_orbital' depends on axioms: [propext, Classical.choice, Quot.sound]
```
